# Newton–Schulz iteration converges to the symmetrically orthonormalized orbitals when all singular values lie in $(0,\sqrt3)$

Let the columns of an $m\times n$ real or complex matrix $X$ hold the coefficients of $n$ orbitals in an orthonormal basis of $m$ functions, let $X^\dagger$ be the conjugate transpose (`Xᴴ` in Lean), and let the update be $N(X)=\tfrac12X(3\cdot 1-X^\dagger X)$. The file below proves that if $X_0=U\,\mathrm{diag}(s)\,V^\dagger$ with $U^\dagger U=1$, $V$ unitary and $0<s_i<\sqrt3$ for every $i$, then the iterates of $N$ started at $X_0$ converge entrywise to $UV^\dagger$.

```lean
import Mathlib

open Matrix Filter Topology
open scoped ComplexOrder

namespace NewtonSchulzOrthonormalization

variable {𝕜 m n p q : Type*} [RCLike 𝕜] [Fintype m] [Fintype n] [DecidableEq n] [Fintype p]

/-- The inverse-free update `X ↦ X (3 - Xᴴ X) / 2` of a matrix of orbital coefficients. -/
noncomputable def newtonSchulz (X : Matrix m n 𝕜) : Matrix m n 𝕜 :=
  (1 / 2 : 𝕜) • (X * ((3 : 𝕜) • (1 : Matrix n n 𝕜) - Xᴴ * X))

/-- The scalar update `s ↦ s (3 - s²) / 2`. -/
noncomputable def scalarStep (s : ℝ) : ℝ := s * (3 - s ^ 2) / 2

/-- The matrix `U diag(s) Vᴴ` assembled from the factors `U`, `V` and the real numbers `s`. -/
noncomputable def fromSVD (U : Matrix m n 𝕜) (s : n → ℝ) (V : Matrix p n 𝕜) : Matrix m p 𝕜 :=
  U * diagonal (fun i => (s i : 𝕜)) * Vᴴ

omit [Fintype m] [Fintype p] in
private lemma fromSVD_apply (U : Matrix m n 𝕜) (s : n → ℝ) (V : Matrix p n 𝕜) (i : m) (j : p) :
    fromSVD U s V i j = ∑ k, U i k * (s k : 𝕜) * star (V j k) := by
  rw [fromSVD, Matrix.mul_apply]
  simp only [Matrix.mul_diagonal, Matrix.conjTranspose_apply]

omit [Fintype m] [Fintype p] in
private lemma fromSVD_one (U : Matrix m n 𝕜) (V : Matrix p n 𝕜) :
    fromSVD U (fun _ => 1) V = U * Vᴴ := by
  simp [fromSVD]

omit [Fintype m] [Fintype p] in
private lemma fromSVD_conjTranspose (U : Matrix m n 𝕜) (s : n → ℝ) (V : Matrix p n 𝕜) :
    (fromSVD U s V)ᴴ = fromSVD V s U := by
  ext i j
  rw [Matrix.conjTranspose_apply, fromSVD_apply, fromSVD_apply, star_sum]
  refine Finset.sum_congr rfl fun k _ => ?_
  simp only [star_mul', RCLike.star_def, RCLike.conj_ofReal, RCLike.conj_conj]
  ring

omit [Fintype m] in
/-- If the shared factor `V` has orthonormal columns, the product of two factored matrices
is again factored, with the diagonal entries multiplied. -/
theorem fromSVD_mul {V : Matrix p n 𝕜} (hV : Vᴴ * V = 1) (U : Matrix m n 𝕜)
    (W : Matrix q n 𝕜) (s t : n → ℝ) :
    fromSVD U s V * fromSVD V t W = fromSVD U (fun i => s i * t i) W := by
  unfold fromSVD
  calc _ = U * (diagonal (fun i => (s i : 𝕜)) * (Vᴴ * V) * diagonal (fun i => (t i : 𝕜)))
        * Wᴴ := by simp only [Matrix.mul_assoc]
    _ = _ := by
      rw [hV, Matrix.mul_one, Matrix.diagonal_mul_diagonal]
      simp only [RCLike.ofReal_mul]

/-- If `U` and the square matrix `V` have orthonormal columns, one matrix update of `U diag(s) Vᴴ`
keeps these factors and applies the scalar update to each entry of `s`. -/
theorem newtonSchulz_fromSVD {U : Matrix m n 𝕜} {V : Matrix n n 𝕜} (hU : Uᴴ * U = 1)
    (hV : Vᴴ * V = 1) (s : n → ℝ) :
    newtonSchulz (fromSVD U s V) = fromSVD U (fun i => scalarStep (s i)) V := by
  rw [newtonSchulz, fromSVD_conjTranspose, fromSVD_mul hU, Matrix.mul_sub, fromSVD_mul hV,
    Matrix.mul_smul, Matrix.mul_one]
  ext i j
  simp only [Matrix.smul_apply, Matrix.sub_apply, fromSVD_apply, smul_eq_mul, Finset.mul_sum,
    ← Finset.sum_sub_distrib]
  refine Finset.sum_congr rfl fun k _ => ?_
  simp only [scalarStep]
  push_cast
  ring

private lemma scalar_bounds {a : ℝ} (h0 : 0 < a) (h1 : a ≤ 1) (k : ℕ) :
    a ≤ scalarStep^[k] a ∧ scalarStep^[k] a ≤ 1 ∧ 1 - scalarStep^[k] a ≤ (1 - a / 2) ^ k := by
  induction k with
  | zero => simp [h1, h0.le]
  | succ k ih =>
    rw [Function.iterate_succ_apply']
    generalize scalarStep^[k] a = x at ih ⊢
    obtain ⟨hx, hx1, hq⟩ := ih
    have hx0 : 0 < x := h0.trans_le hx
    -- the error factorises, with a double zero at `x = 1`
    have e : 1 - scalarStep x = (1 - x) * ((1 - x) * (2 + x) / 2) := by
      unfold scalarStep; ring
    have hn : 0 ≤ (1 - x) * (2 + x) / 2 :=
      div_nonneg (mul_nonneg (by linarith) (by linarith)) (by norm_num)
    have hc : (1 - x) * (2 + x) / 2 ≤ 1 - a / 2 := by nlinarith [sq_nonneg x]
    refine ⟨?_, ?_, ?_⟩
    · have h2 : 0 ≤ x * ((1 - x) * (1 + x)) :=
        mul_nonneg hx0.le (mul_nonneg (by linarith) (by linarith))
      unfold scalarStep
      nlinarith
    · have h2 := mul_nonneg (sub_nonneg.2 hx1) hn
      linarith
    · rw [e, pow_succ]
      exact mul_le_mul hq hc hn (pow_nonneg (by linarith) k)

/-- The scalar iteration converges to one from every starting value in `(0, √3)`. -/
theorem scalarStep_tendsto {s : ℝ} (h0 : 0 < s) (h3 : s < √3) :
    Tendsto (fun k => scalarStep^[k] s) atTop (𝓝 1) := by
  have hsq : s ^ 2 < 3 := (Real.lt_sqrt h0.le).1 h3
  -- the first step lands in `(0, 1]`
  have ha : 0 < scalarStep s :=
    div_pos (mul_pos h0 (by linarith)) (by norm_num)
  have ha1 : scalarStep s ≤ 1 := by
    have h : 0 ≤ (1 - s) ^ 2 * (2 + s) := mul_nonneg (sq_nonneg _) (by linarith)
    unfold scalarStep
    nlinarith
  rw [← tendsto_add_atTop_iff_nat 1]
  simp only [Function.iterate_succ_apply]
  have hp : Tendsto (fun k : ℕ => 1 - (1 - scalarStep s / 2) ^ k) atTop (𝓝 1) := by
    have h := tendsto_pow_atTop_nhds_zero_of_lt_one
      (show 0 ≤ 1 - scalarStep s / 2 by linarith) (by linarith)
    simpa using h.const_sub 1
  refine tendsto_of_tendsto_of_tendsto_of_le_of_le hp tendsto_const_nhds ?_ ?_
  · intro k
    have h := (scalar_bounds ha ha1 k).2.2
    show 1 - (1 - scalarStep s / 2) ^ k ≤ scalarStep^[k] (scalarStep s)
    linarith
  · intro k
    exact (scalar_bounds ha ha1 k).2.1

/-- If `U` has orthonormal columns, `V` is unitary and every `s i` lies in `(0, √3)`, the
Newton–Schulz iterates started at `U diag(s) Vᴴ` converge entrywise to `U Vᴴ`. -/
theorem newtonSchulz_tendsto {U : Matrix m n 𝕜} {V : Matrix n n 𝕜} (hU : Uᴴ * U = 1)
    (hV : Vᴴ * V = 1) {s : n → ℝ} (hs : ∀ i, 0 < s i ∧ s i < √3) (i : m) (j : n) :
    Tendsto (fun k => (newtonSchulz^[k] (fromSVD U s V)) i j) atTop (𝓝 ((U * Vᴴ) i j)) := by
  have hk : ∀ k, newtonSchulz^[k] (fromSVD U s V)
      = fromSVD U (fun i => scalarStep^[k] (s i)) V := by
    intro k
    induction k with
    | zero => rfl
    | succ k ih =>
      rw [Function.iterate_succ_apply', ih, newtonSchulz_fromSVD hU hV]
      simp only [Function.iterate_succ_apply']
  simp only [hk, ← fromSVD_one, fromSVD_apply]
  -- each singular value converges to one, and the entry is a finite sum
  refine tendsto_finsetSum _ fun l _ => ?_
  have h : Tendsto (fun k => ((scalarStep^[k] (s l) : ℝ) : 𝕜)) atTop (𝓝 ((1 : ℝ) : 𝕜)) :=
    (RCLike.continuous_ofReal.tendsto 1).comp (scalarStep_tendsto (hs l).1 (hs l).2)
  exact (h.const_mul _).mul_const _

/-- Let `U` have orthonormal columns, let `V` be unitary and let every `s i` be positive. With `X =
U diag(s) Vᴴ` and overlap `Xᴴ X`, the matrix `L = V diag(1/s) Vᴴ` is a positive semidefinite inverse
square root of the overlap, `X L = U Vᴴ`, and `U Vᴴ` has orthonormal columns. -/
theorem symmetric_orthonormalization {U : Matrix m n 𝕜} {V : Matrix n n 𝕜} (hU : Uᴴ * U = 1)
    (hV : Vᴴ * V = 1) {s : n → ℝ} (hs : ∀ i, 0 < s i) :
    (fromSVD V (fun i => (s i)⁻¹) V).PosSemidef ∧
    fromSVD V (fun i => (s i)⁻¹) V * fromSVD V (fun i => (s i)⁻¹) V
      * ((fromSVD U s V)ᴴ * fromSVD U s V) = 1 ∧
    fromSVD U s V * fromSVD V (fun i => (s i)⁻¹) V = U * Vᴴ ∧
    (U * Vᴴ)ᴴ * (U * Vᴴ) = 1 := by
  have hV' : V * Vᴴ = 1 := mul_eq_one_comm.1 hV
  refine ⟨?_, ?_, ?_, ?_⟩
  · -- write `L = Rᴴ R` with `R = V diag(s^(-1/2)) Vᴴ`
    have h := Matrix.posSemidef_conjTranspose_mul_self (fromSVD V (fun i => √((s i)⁻¹)) V)
    rw [fromSVD_conjTranspose, fromSVD_mul hV] at h
    have e : (fun i => √((s i)⁻¹) * √((s i)⁻¹)) = fun i => (s i)⁻¹ :=
      funext fun i => Real.mul_self_sqrt (inv_nonneg.2 (hs i).le)
    rwa [e] at h
  · rw [fromSVD_conjTranspose, fromSVD_mul hU, fromSVD_mul hV, fromSVD_mul hV]
    have e : (fun i => (s i)⁻¹ * (s i)⁻¹ * (s i * s i)) = fun _ => (1 : ℝ) := by
      funext i
      have := (hs i).ne'
      field_simp
    rw [e, fromSVD_one, hV']
  · rw [fromSVD_mul hV]
    have e : (fun i => s i * (s i)⁻¹) = fun _ => (1 : ℝ) :=
      funext fun i => mul_inv_cancel₀ (hs i).ne'
    rw [e, fromSVD_one]
  · rw [← fromSVD_one, fromSVD_conjTranspose, fromSVD_mul hU]
    simp only [mul_one]
    rw [fromSVD_one, hV']

/-- For any orbitals, one update turns the overlap error `E = 1 - Xᴴ X` into
`(3 E² + E³) / 4`. -/
theorem overlap_error_step (X : Matrix m n 𝕜) :
    1 - (newtonSchulz X)ᴴ * newtonSchulz X
      = (3 / 4 : 𝕜) • (1 - Xᴴ * X) ^ 2 + (1 / 4 : 𝕜) • (1 - Xᴴ * X) ^ 3 := by
  have hY : ((3 : 𝕜) • (1 : Matrix n n 𝕜) - Xᴴ * X)ᴴ = (3 : 𝕜) • 1 - Xᴴ * X := by
    simp [Matrix.conjTranspose_sub, Matrix.conjTranspose_smul, Matrix.conjTranspose_mul]
  have hstar : star (1 / 2 : 𝕜) = 1 / 2 := by simp
  have hG : ∀ Y : Matrix n n 𝕜, Y * Xᴴ * (X * Y) = Y * (Xᴴ * X) * Y := by
    intro Y
    simp only [Matrix.mul_assoc]
  rw [newtonSchulz, Matrix.conjTranspose_smul, Matrix.conjTranspose_mul, hY, hstar,
    Matrix.smul_mul, Matrix.mul_smul, smul_smul, hG]
  -- what remains is a polynomial identity in the overlap matrix
  generalize Xᴴ * X = G
  simp only [pow_succ, pow_zero, one_mul, mul_one, mul_sub, sub_mul, smul_mul_assoc,
    mul_smul_comm, mul_assoc]
  module

/-- Orbitals whose overlap matrix is three times the identity are sent to zero by one update. -/
theorem newtonSchulz_eq_zero_of_overlap_three {X : Matrix m n 𝕜}
    (h : Xᴴ * X = (3 : 𝕜) • (1 : Matrix n n 𝕜)) : newtonSchulz X = 0 := by
  rw [newtonSchulz, h, sub_self, Matrix.mul_zero, smul_zero]

/-- Explicit factors for two orbitals in three basis functions, with singular values `1/2` and
`3/2`, satisfy the hypotheses of the convergence theorem. -/
theorem newtonSchulz_tendsto_witness :
    (!![3/5, 0; 4/5, 0; 0, 1] : Matrix (Fin 3) (Fin 2) ℝ)ᴴ
      * (!![3/5, 0; 4/5, 0; 0, 1] : Matrix (Fin 3) (Fin 2) ℝ) = 1 ∧
    (!![3/5, -4/5; 4/5, 3/5] : Matrix (Fin 2) (Fin 2) ℝ)ᴴ
      * (!![3/5, -4/5; 4/5, 3/5] : Matrix (Fin 2) (Fin 2) ℝ) = 1 ∧
    ∀ i, 0 < (![1/2, 3/2] : Fin 2 → ℝ) i ∧ (![1/2, 3/2] : Fin 2 → ℝ) i < √3 := by
  have h : (3 / 2 : ℝ) < √3 := (Real.lt_sqrt (by norm_num)).2 (by norm_num)
  refine ⟨?_, ?_, ?_⟩
  · ext i j
    fin_cases i <;> fin_cases j <;> norm_num [Matrix.mul_apply, Fin.sum_univ_succ]
  · ext i j
    fin_cases i <;> fin_cases j <;> norm_num [Matrix.mul_apply, Fin.sum_univ_succ]
  · rw [Fin.forall_fin_two]
    show ((0 : ℝ) < 1 / 2 ∧ (1 / 2 : ℝ) < √3) ∧ ((0 : ℝ) < 3 / 2 ∧ (3 / 2 : ℝ) < √3)
    exact ⟨⟨by norm_num, by linarith⟩, ⟨by norm_num, h⟩⟩

end NewtonSchulzOrthonormalization
```

```lean
#print axioms NewtonSchulzOrthonormalization.newtonSchulz_tendsto
#print axioms NewtonSchulzOrthonormalization.symmetric_orthonormalization
#print axioms NewtonSchulzOrthonormalization.overlap_error_step
#print axioms NewtonSchulzOrthonormalization.newtonSchulz_eq_zero_of_overlap_three
```

```
'NewtonSchulzOrthonormalization.newtonSchulz_tendsto' depends on axioms: [propext, Classical.choice, Quot.sound]
'NewtonSchulzOrthonormalization.symmetric_orthonormalization' depends on axioms: [propext, Classical.choice, Quot.sound]
'NewtonSchulzOrthonormalization.overlap_error_step' depends on axioms: [propext, Classical.choice, Quot.sound]
'NewtonSchulzOrthonormalization.newtonSchulz_eq_zero_of_overlap_three' depends on axioms: [propext, Classical.choice, Quot.sound]
```

## Orbitals, overlaps and the window for the singular values

In Lean, `m` and `n` are finite index types, and the field `𝕜` is $\mathbb R$ or $\mathbb C$ through `RCLike`. The update $N$ is `newtonSchulz`, and `fromSVD U s V` is $U\,\mathrm{diag}(s)\,V^\dagger$ with real $s$. The hypothesis `hU` says that the columns of $U$ are orthonormal, which forces $n\le m$. The hypothesis `hV` says the same of the square matrix $V$, which is therefore unitary. In the real square case both factors are orthogonal matrices.

The overlap matrix of the orbitals is $S=X_0^\dagger X_0$, with eigenvalues $s_i^2$. The condition $s_i>0$ therefore means that the orbitals are linearly independent, and $s_i<\sqrt3$ means that no eigenvalue of $S$ reaches 3. Multiplying $X_0$ by a small enough positive number secures the upper bound and leaves $UV^\dagger$ unchanged.

The conclusion of `newtonSchulz_tendsto` is a limit for each entry $(i,j)$ as the number of steps $k$ grows. The factors $U$, $s$ and $V$ serve to describe the starting matrix; the update itself never uses them.

The theorem `symmetric_orthonormalization` identifies the limit. It shows that $L=V\,\mathrm{diag}(1/s)\,V^\dagger$ is positive semidefinite, that $L^2S=1$, that $X_0L=UV^\dagger$, and that $UV^\dagger$ has orthonormal columns. Thus $L$ is $S^{-1/2}$, and the iteration tends to $X_0S^{-1/2}$, the symmetric (Löwdin) orthonormalization of the orbitals.

This bears on linear-scaling electronic structure, where an update built from matrix products and sums, with no matrix inverse, can exploit sparsity, though the theorems concern finite matrices in exact arithmetic, without truncation or rounding. They also take the underlying basis to be orthonormal: for a nonorthogonal atomic basis the overlap would contain the basis metric, which this update lacks.

## From the matrix update to one number at a time

Write $D=\mathrm{diag}(s)$ and $X=UDV^\dagger$. Since $U^\dagger U=1$,
$$X^\dagger X=VDU^\dagger UDV^\dagger=VD^2V^\dagger,$$
and since $V^\dagger V=1$,
$$XX^\dagger X=UDV^\dagger VD^2V^\dagger=UD^3V^\dagger.$$
Therefore
$$N(X)=\tfrac12\left(3UDV^\dagger-UD^3V^\dagger\right)=U\,\mathrm{diag}(f(s_i))\,V^\dagger,\qquad f(s)=\tfrac12s(3-s^2).$$
The factors $U$ and $V$ stay fixed, and each singular value evolves independently under $f$, which is `scalarStep`.

The lemma `fromSVD_mul` carries out the cancellation of the shared inner factor, and `fromSVD_conjTranspose` exchanges the outer factors under the conjugate transpose. With these two, `newtonSchulz_fromSVD` reduces the update to an identity between finite sums, which `ring` settles term by term.

## Why every singular value tends to 1

The scalar argument rests on the factorisation
$$1-f(x)=\tfrac12(1-x)^2(2+x).$$
Let $0<s<\sqrt3$ and put $a=f(s)$. Then $a>0$ because $3-s^2>0$, and $a\le1$ because the right-hand side above is nonnegative at $x=s$. One step has brought the value into $(0,1]$.

Now suppose that $a\le x\le1$. The next value is no smaller, since
$$f(x)-x=\tfrac12x(1-x)(1+x)\ge0,$$
and it is at most 1 by the factorisation. Its distance from 1 is
$$1-f(x)=(1-x)\,\tfrac12(1-x)(2+x)=(1-x)\left(1-\tfrac x2-\tfrac{x^2}2\right)\le(1-x)\left(1-\tfrac a2\right).$$
Writing $f^{k}$ for the $k$-fold iterate, induction from $1-a\le1$ gives
$$0\le1-f^{k}(a)\le\left(1-\tfrac a2\right)^k.$$
Since $0<a\le1$, the base of the power lies in $[\tfrac12,1)$, so the bound tends to zero and $f^{k}(a)\to1$.

The lemma `scalar_bounds` carries three statements through one induction: the lower bound $a$, the upper bound 1 and the geometric estimate. Inside it, `e` is the factorisation and `hc` is the bound on the contraction factor. `scalarStep_tendsto` then squeezes the iterates between $1-(1-a/2)^k$ and 1.

For the matrix, the entry after $k$ steps is
$$\left(N^{k}(X_0)\right)_{ij}=\sum_l U_{il}\,f^{k}(s_l)\,\overline{V_{jl}}\;\longrightarrow\;\sum_l U_{il}\,\overline{V_{jl}}=(UV^\dagger)_{ij}.$$
In `newtonSchulz_tendsto`, the statement `hk` is the factored form after $k$ steps, proved by induction, and `tendsto_finsetSum` passes the limit through the finite sum.

## Peeling an iterate from either end

The proof turns on how Mathlib unfolds the iterate `f^[k]`. There are two lemmas for $k+1$ steps. `Function.iterate_succ_apply` takes off the first step and gives $f^{k}(f(x))$, while `Function.iterate_succ_apply'` takes off the last and gives $f(f^{k}(x))$.

The proof uses both. The lemma `scalar_bounds` assumes a starting value in $(0,1]$, and $s$ itself may exceed 1, so the lemma is applied to $a=f(s)$. So `scalarStep_tendsto` first shifts the sequence by one with `tendsto_add_atTop_iff_nat`, which leaves its limit unchanged, and then takes off the first step to expose $a$. The inductions in `scalar_bounds` and `hk` instead know the result of $k$ steps and apply one more, so they take off the last.

## The inverse square root and the overlap error

The properties of $L$ follow from the same product rule. With $R=V\,\mathrm{diag}(s_i^{-1/2})\,V^\dagger$ one has $L=R^\dagger R$, which is positive semidefinite. Next,
$$L^2S=V\,\mathrm{diag}(s_i^{-2}s_i^2)\,V^\dagger=VV^\dagger=1,\qquad X_0L=U\,\mathrm{diag}(s_is_i^{-1})\,V^\dagger=UV^\dagger.$$
Finally, $(UV^\dagger)^\dagger UV^\dagger=VU^\dagger UV^\dagger=1$. The Lean proof treats these four claims in the same order.

The convergence theorem states no rate, but `overlap_error_step` gives an exact one-step identity for any $X$. Let $G=X^\dagger X$ and $E=1-G$. Since $3\cdot1-G=2\cdot1+E$ is Hermitian and commutes with $G$,
$$1-N(X)^\dagger N(X)=1-\tfrac14(1-E)(2\cdot1+E)^2=\tfrac14\left(3E^2+E^3\right).$$
The linear term cancels, so a small overlap error is roughly squared at each step. In Lean, the overlap is replaced by a single symbol `G`, the products are expanded, and `module` compares the coefficients.

## A single orbital, and the edge of the window

For $n=1$ the matrix is one column $x$ of length $s$, and the update is $x\mapsto\tfrac12x(3-\lVert x\rVert^2)$. If $0<\lVert x\rVert<\sqrt3$, the iterates converge to $x/\lVert x\rVert$: the iteration normalises a vector without dividing by its length or taking a square root. For a single real number the limit is its sign.

At length $\sqrt3$ the bracket vanishes and the vector is sent to zero. `newtonSchulz_eq_zero_of_overlap_three` states this for any number of orbitals with $X^\dagger X=3\cdot1$, that is, mutually orthogonal orbitals of common length $\sqrt3$.

Inside the window, `newtonSchulz_tendsto_witness` checks the hypotheses for explicit factors describing two orbitals in three basis functions, with singular values $\tfrac12$ and $\tfrac32$. The second exceeds 1, so its first step is downwards, to $f(\tfrac32)=\tfrac9{16}$, and from there it rises towards 1.
